# On the six-axis icosahedral grid, the third moment of a uniaxial powder line depends on the tensor's input frame

**Q.** When I set up a powder simulation with few orientations, I have to decide whether the molecular frame in which I enter the tensor matters. A randomly oriented powder has no preferred frame. Does a grid as symmetric as the six fivefold axes of an icosahedron settle that?

**A.** Only in part. Take a uniaxial tensor with unit symmetry axis \(u\) and a field along the unit vector \(n\), both in the molecular frame. In high field and to first order in the tensor's anisotropy, the line lies at \(P_2(n\cdot u)\), measured from the isotropic position in units of the shift found when the field lies along \(u\). Here \(P_2(x)=(3x^2-1)/2\). With equal weights on the six axes, the mean and second moment are right for every \(u\). The third moment is \(4/25\) for \(u\) along a grid axis and \(0\) for \(u=(1,1,1)/\sqrt3\), while the powder value is \(2/35\). Re-orienting the input frame can therefore change the skewness of the simulated line.

```lean
import Mathlib

open Real Matrix

namespace IcosahedralPowderGrid

noncomputable section

/-- The second Legendre polynomial, the line position of a uniaxial tensor. -/
def P2 (t : ℝ) : ℝ := (3 * t ^ 2 - 1) / 2
```

**Q.** Is that line position derived from a spin Hamiltonian?

**A.** No, it is a definition. Identifying it with a measured frequency requires the first-order, high-field approximation, and that is the step from the model to a spectrum which you must supply.

**Q.** How do I know that the grid is icosahedral?

**A.** Its axes are \((0,1,\pm\tau)\), \((1,\pm\tau,0)\) and \((\pm\tau,0,1)\), multiplied by \(s=1/\sqrt{1+\tau^2}\), which the code calls `scale`. Here \(\tau\) is the golden ratio, often written \(\varphi\), and not a time.

```lean
/-- The golden ratio. -/
def τ : ℝ := (1 + √5) / 2

/-- The factor that normalises the vector (0, 1, τ). -/
def scale : ℝ := 1 / √(1 + τ ^ 2)

/-- The six fivefold axes of an icosahedron, one unit vector for each. -/
def axis : Fin 6 → Fin 3 → ℝ :=
  ![![0, scale, scale * τ], ![0, scale, -(scale * τ)],
    ![scale, scale * τ, 0], ![scale, -(scale * τ), 0],
    ![scale * τ, 0, scale], ![-(scale * τ), 0, scale]]

/-- The equal-weight average over the six grid axes. -/
def gridAverage (f : (Fin 3 → ℝ) → ℝ) : ℝ := (∑ i, f (axis i)) / 6
```

**Q.** And the true powder average?

**A.** It is a double integral over the polar angle \(\theta\) and the azimuth, with weight \(\sin\theta\), divided by \(4\pi\). The azimuth is called `t`. The rows of the matrix `E` are the axes of the polar coordinate system, and `ᵥ*` converts polar-frame components into molecular ones.

```lean
/-- The average over all directions, in polar coordinates whose orthonormal frame is given
by the rows of `E`, with the last row as polar axis. -/
def sphereAverage (E : Matrix (Fin 3) (Fin 3) ℝ) (f : (Fin 3 → ℝ) → ℝ) : ℝ :=
  (∫ θ in (0 : ℝ)..π, (∫ t in (0 : ℝ)..(2 * π),
    f (![sin θ * cos t, sin θ * sin t, cos θ] ᵥ* E)) * sin θ) / (4 * π)
```

**Q.** Show me that the axes are equally spaced.

**A.** Before normalisation, each axis has squared length \(1+\tau^2\), and two different axes have scalar product \(\pm\tau\) or \(1-\tau^2=-\tau\). From \(\tau^2=\tau+1\),
\[
(1+\tau^2)^2=(\tau+2)^2=5\tau+5=5\tau^2 ,
\]
so the squared cosine is \(\tau^2/(1+\tau^2)^2=1/5\) for every pair. The first two lemmas below supply this algebra. The third runs through all 36 pairs with `fin_cases`, and `linear_combination` closes each off-diagonal case with the same relations.

```lean
/-- The golden ratio satisfies τ² = τ + 1. -/
theorem tau_sq : τ ^ 2 = τ + 1 := by
  have h : √5 ^ 2 = (5 : ℝ) := Real.sq_sqrt (by norm_num)
  unfold τ
  linear_combination h / 4

/-- Two relations between the normalising factor and the golden ratio. -/
theorem scale_relations : scale ^ 2 * (1 + τ ^ 2) = 1 ∧ scale ^ 4 * τ ^ 2 = 1 / 5 := by
  have r2 : scale ^ 2 * (1 + τ ^ 2) = 1 := by
    unfold scale
    rw [div_pow, Real.sq_sqrt (by positivity), one_pow]
    exact one_div_mul_cancel (by positivity)
  refine ⟨r2, ?_⟩
  linear_combination (scale ^ 2 * (1 + τ ^ 2) + 1) / 5 * r2
    - scale ^ 4 / 5 * (τ ^ 2 + τ - 1) * tau_sq

/-- The squared cosine between two grid axes is 1 if they coincide and 1/5 otherwise. -/
theorem axis_dot_sq (i j : Fin 6) :
    (axis i ⬝ᵥ axis j) ^ 2 = if i = j then 1 else 1 / 5 := by
  obtain ⟨r2, r4⟩ := scale_relations
  -- before normalisation the scalar products are ±τ, 1 - τ² or, on the diagonal, 1 + τ²
  fin_cases i <;> fin_cases j <;> simp [axis, dotProduct, Fin.sum_univ_three] <;>
  first
  | linear_combination r4
  | linear_combination r4 + scale ^ 4 * (τ ^ 2 + τ - 1) * tau_sq
  | exact Or.inl (by linear_combination r2)
```

**Q.** Is \((1,1,1)\) really a threefold axis of this grid?

**A.** Yes. The rotation about it permutes the coordinates cyclically, and this carries the six listed vectors into one another without a change of sign. The next theorem therefore holds for any function on the grid, even or odd.

```lean
/-- Cyclic permutation of the coordinates, a threefold rotation about (1,1,1), leaves
every grid average unchanged. -/
theorem gridAverage_cyclic (f : (Fin 3 → ℝ) → ℝ) :
    gridAverage (fun n => f ![n 1, n 2, n 0]) = gridAverage f := by
  simp only [gridAverage, Fin.sum_univ_six, axis, Matrix.cons_val]
  ring
```

**Q.** You said that the first two moments are right for every \(u\). Why?

**A.** Write \(u=(x,y,z)\) with \(x^2+y^2+z^2=1\). Over the unnormalised axes, the squares of the scalar products with \(u\) add up to \(2(1+\tau^2)\). The fourth powers add up to
\[
2(1+\tau^4)(x^4+y^4+z^4)+12\tau^2(x^2y^2+y^2z^2+z^2x^2)=6\tau^2 ,
\]
because \(1+\tau^4=3\tau^2\) turns the left side into \(6\tau^2(x^2+y^2+z^2)^2\). Multiplying by \(s^2/6\) and \(s^4/6\) gives the averages
\[
\langle (n\cdot u)^2\rangle=\tfrac13,\qquad \langle (n\cdot u)^4\rangle=s^4\tau^2=\tfrac15 .
\]
In the proof, `s2` and `s4` are these two sums. The coefficients `a`, `b`, `c` let one statement serve for any even quartic in \(n\cdot u\).

```lean
/-- For every unit vector `u` the grid averages of (n·u)² and (n·u)⁴ are 1/3 and 1/5. -/
theorem gridAverage_quartic (a b c : ℝ) (u : Fin 3 → ℝ) (hu : u ⬝ᵥ u = 1) :
    gridAverage (fun n => a + b * (n ⬝ᵥ u) ^ 2 + c * (n ⬝ᵥ u) ^ 4) = a + b / 3 + c / 5 := by
  obtain ⟨r2, r4⟩ := scale_relations
  simp only [dotProduct, Fin.sum_univ_three] at hu
  simp only [gridAverage, Fin.sum_univ_six, axis, dotProduct, Fin.sum_univ_three,
    Matrix.cons_val]
  generalize u 0 = x at *
  generalize u 1 = y at *
  generalize u 2 = z at *
  -- power sums over the unnormalised axes
  have s2 : (y + τ * z) ^ 2 + (y - τ * z) ^ 2 + (x + τ * y) ^ 2 + (x - τ * y) ^ 2
      + (z + τ * x) ^ 2 + (z - τ * x) ^ 2 = 2 * (1 + τ ^ 2) := by
    linear_combination 2 * (1 + τ ^ 2) * hu
  have s4 : (y + τ * z) ^ 4 + (y - τ * z) ^ 4 + (x + τ * y) ^ 4 + (x - τ * y) ^ 4
      + (z + τ * x) ^ 4 + (z - τ * x) ^ 4 = 6 * τ ^ 2 := by
    linear_combination 2 * (x ^ 4 + y ^ 4 + z ^ 4) * (τ ^ 2 + τ - 1) * tau_sq
      + 6 * τ ^ 2 * (x ^ 2 + y ^ 2 + z ^ 2 + 1) * hu
  linear_combination b / 6 * scale ^ 2 * s2 + c / 6 * scale ^ 4 * s4 + b / 3 * r2 + c * r4
```

Expanding \(P_2\) and its square then gives
\[
\langle P_2\rangle=-\tfrac12+\tfrac12=0,\qquad
\langle P_2^2\rangle=\tfrac14-\tfrac12+\tfrac9{20}=\tfrac15 .
\]

```lean
/-- For every unit tensor axis `u`, the line on the grid has mean 0 and second moment 1/5. -/
theorem grid_low_moments (u : Fin 3 → ℝ) (hu : u ⬝ᵥ u = 1) :
    gridAverage (fun n => P2 (n ⬝ᵥ u)) = 0 ∧
    gridAverage (fun n => P2 (n ⬝ᵥ u) ^ 2) = 1 / 5 := by
  have e1 : (fun n : Fin 3 → ℝ => P2 (n ⬝ᵥ u)) = fun n =>
      -1 / 2 + 3 / 2 * (n ⬝ᵥ u) ^ 2 + 0 * (n ⬝ᵥ u) ^ 4 := by
    funext n; unfold P2; ring
  have e2 : (fun n : Fin 3 → ℝ => P2 (n ⬝ᵥ u) ^ 2) = fun n =>
      1 / 4 + -3 / 2 * (n ⬝ᵥ u) ^ 2 + 9 / 4 * (n ⬝ᵥ u) ^ 4 := by
    funext n; unfold P2; ring
  rw [e1, e2]
  simp only [gridAverage_quartic _ _ _ u hu]
  norm_num
```

**Q.** In the sphere average you put the polar axis along the tensor. Isn't that choosing the frame that suits you?

**A.** It is the usual choice of integration variables, and it leaves the tensor's direction free. The hypothesis `E * Eᵀ = 1` says that the rows of `E` are orthonormal, and `E 2`, the third row because Lean counts from zero, is \(u\). Any unit vector can be completed to such a frame. What is stated concerns these adapted coordinates; that another polar axis gives the same average is the familiar rotation invariance of the solid angle, which you bring in yourself.

With this choice \(n\cdot u=\cos\theta\), which is `hn` in the proof. The azimuthal integral gives \(2\pi\), and for \(k=1,2,3\)
\[
\langle (n\cdot u)^{2k}\rangle=\frac12\int_0^\pi\cos^{2k}\theta\,\sin\theta\,d\theta=\frac1{2k+1}.
\]
The proof differentiates an explicit antiderivative in \(\cos\theta\), in `dG`, and evaluates it at the two limits. In `dG` the variable `t` is the polar angle, not the azimuth.

```lean
/-- In an orthonormal frame with polar axis u = `E 2`, the sphere averages of (n·u)², (n·u)⁴ and
(n·u)⁶ are 1/3, 1/5 and 1/7. -/
theorem sphereAverage_sextic (a b c d : ℝ) (E : Matrix (Fin 3) (Fin 3) ℝ)
    (hE : E * Eᵀ = 1) :
    sphereAverage E (fun n => a + b * (n ⬝ᵥ E 2) ^ 2 + c * (n ⬝ᵥ E 2) ^ 4
      + d * (n ⬝ᵥ E 2) ^ 6) = a + b / 3 + c / 5 + d / 7 := by
  have h : ∀ i, E i 0 * E 2 0 + E i 1 * E 2 1 + E i 2 * E 2 2
      = (1 : Matrix (Fin 3) (Fin 3) ℝ) i 2 := fun i => by
    rw [← hE]
    simp only [Matrix.mul_apply, Matrix.transpose_apply, Fin.sum_univ_three]
  -- the component of a direction along the polar axis is its last coordinate
  have hn : ∀ p : Fin 3 → ℝ, (p ᵥ* E) ⬝ᵥ E 2 = p 2 := fun p => by
    have h0 := (h 0).trans (Matrix.one_apply_ne (by decide))
    have h1 := (h 1).trans (Matrix.one_apply_ne (by decide))
    have h2 := (h 2).trans (Matrix.one_apply_eq 2)
    simp only [Matrix.vecMul, dotProduct, Fin.sum_univ_three]
    linear_combination p 0 * h0 + p 1 * h1 + p 2 * h2
  have dG : ∀ t, HasDerivAt (fun t => -2 * π * ((((d / 7 * (cos t * cos t) + c / 5)
      * (cos t * cos t) + b / 3) * (cos t * cos t) + a) * cos t))
      (2 * π * (a + b * cos t ^ 2 + c * cos t ^ 4 + d * cos t ^ 6) * sin t) t := fun t => by
    have h1 := Real.hasDerivAt_cos t
    have h2 := h1.fun_mul h1
    have k1 := (h2.const_mul (d / 7)).add_const (c / 5)
    have k2 := (k1.fun_mul h2).add_const (b / 3)
    have k3 := (k2.fun_mul h2).add_const a
    exact ((k3.fun_mul h1).const_mul (-2 * π)).congr_deriv (by ring)
  simp only [sphereAverage, hn, Matrix.cons_val, intervalIntegral.integral_const,
    smul_eq_mul, sub_zero]
  rw [intervalIntegral.integral_eq_sub_of_hasDerivAt (fun t _ => dG t)
    (Continuous.intervalIntegrable (by fun_prop) _ _), div_eq_iff (by positivity)]
  simp only [Real.cos_pi, Real.cos_zero]
  ring
```

The first two moments come out as on the grid. For the third,
\[
\langle P_2^3\rangle=\frac18\left(\frac{27}{7}-\frac{27}{5}+\frac93-1\right)=\frac2{35}.
\]

```lean
/-- For a tensor along the polar axis of an orthonormal frame, the line averaged over the
sphere has mean 0, second moment 1/5 and third moment 2/35. -/
theorem sphere_moments (E : Matrix (Fin 3) (Fin 3) ℝ) (hE : E * Eᵀ = 1) :
    sphereAverage E (fun n => P2 (n ⬝ᵥ E 2)) = 0 ∧
    sphereAverage E (fun n => P2 (n ⬝ᵥ E 2) ^ 2) = 1 / 5 ∧
    sphereAverage E (fun n => P2 (n ⬝ᵥ E 2) ^ 3) = 2 / 35 := by
  have e1 : (fun n : Fin 3 → ℝ => P2 (n ⬝ᵥ E 2)) = fun n =>
      -1 / 2 + 3 / 2 * (n ⬝ᵥ E 2) ^ 2 + 0 * (n ⬝ᵥ E 2) ^ 4 + 0 * (n ⬝ᵥ E 2) ^ 6 := by
    funext n; unfold P2; ring
  have e2 : (fun n : Fin 3 → ℝ => P2 (n ⬝ᵥ E 2) ^ 2) = fun n =>
      1 / 4 + -3 / 2 * (n ⬝ᵥ E 2) ^ 2 + 9 / 4 * (n ⬝ᵥ E 2) ^ 4 + 0 * (n ⬝ᵥ E 2) ^ 6 := by
    funext n; unfold P2; ring
  have e3 : (fun n : Fin 3 → ℝ => P2 (n ⬝ᵥ E 2) ^ 3) = fun n => -1 / 8
      + 9 / 8 * (n ⬝ᵥ E 2) ^ 2 + -27 / 8 * (n ⬝ᵥ E 2) ^ 4 + 27 / 8 * (n ⬝ᵥ E 2) ^ 6 := by
    funext n; unfold P2; ring
  rw [e1, e2, e3]
  simp only [sphereAverage_sextic _ _ _ _ E hE]
  norm_num
```

**Q.** Now the two grid values that disagree with it.

**A.** Put \(u\) along a grid axis. That axis gives \(P_2=1\), and the other five give \(P_2=(3/5-1)/2=-1/5\). Hence
\[
\langle P_2^3\rangle=\frac16\left(1-\frac5{125}\right)=\frac4{25}.
\]

For \(u=(1,1,1)/\sqrt3\), three axes have \((n\cdot u)^2=s^2(1+\tau)^2/3\) and three have \(s^2(1-\tau)^2/3\). Call the corresponding line positions \(A\) and \(B\). Then
\[
A+B=\frac{s^2\left[(1+\tau)^2+(1-\tau)^2\right]-2}{2}=s^2(1+\tau^2)-1=0 ,
\]
so \(B=-A\) and the cubes cancel. The grid line is symmetric about its centre, whereas the powder line is not.

The last theorem collects the three values. Its first part holds for every grid axis `j` and uses the squared cosines from `axis_dot_sq`. In its second part, `fun _ => 1 / √3` is the threefold direction, and `hAB` is the cancellation just shown.

```lean
/-- The third moment of the line on the six-axis grid is 4/25 for a tensor along any grid
axis and 0 for a tensor along (1,1,1)/√3; the average over the sphere, in any orthonormal
frame with the tensor along its polar axis, is 2/35. -/
theorem grid_skewness_depends_on_frame :
    (∀ j, gridAverage (fun n => P2 (n ⬝ᵥ axis j) ^ 3) = 4 / 25) ∧
    gridAverage (fun n => P2 (n ⬝ᵥ fun _ => 1 / √3) ^ 3) = 0 ∧
    ∀ E : Matrix (Fin 3) (Fin 3) ℝ, E * Eᵀ = 1 →
      sphereAverage E (fun n => P2 (n ⬝ᵥ E 2) ^ 3) = 2 / 35 := by
  refine ⟨fun j => ?_, ?_, fun E hE => (sphere_moments E hE).2.2⟩
  · -- one axis contributes 1, the other five contribute -1/125 each
    have h : ∀ i, P2 (axis i ⬝ᵥ axis j) ^ 3 = (if i = j then 126 / 125 else 0) - 1 / 125 := by
      intro i
      unfold P2
      rw [axis_dot_sq]
      split_ifs <;> norm_num
    norm_num [gridAverage, h, Finset.sum_sub_distrib]
  · have hq : (1 / √3) ^ 2 = (1 / 3 : ℝ) := by
      rw [div_pow, Real.sq_sqrt (by norm_num), one_pow]
    simp only [gridAverage, Fin.sum_univ_six, axis, dotProduct, Fin.sum_univ_three,
      Matrix.cons_val, P2]
    generalize 1 / √3 = q at hq ⊢
    -- three axes give the line position A, the other three give B = -A
    obtain ⟨A, hA⟩ : ∃ A, A = (3 * (q * scale * (1 + τ)) ^ 2 - 1) / 2 := ⟨_, rfl⟩
    obtain ⟨B, hB⟩ : ∃ B, B = (3 * (q * scale * (1 - τ)) ^ 2 - 1) / 2 := ⟨_, rfl⟩
    have hAB : A + B = 0 := by
      rw [hA, hB]
      linear_combination 3 * q ^ 2 * scale_relations.1 + 3 * hq
    have hs : (A ^ 3 + B ^ 3) / 2 = 0 := by
      linear_combination (A ^ 2 - A * B + B ^ 2) / 2 * hAB
    rw [hA, hB] at hs
    linear_combination hs

end

end IcosahedralPowderGrid
```

```lean
#print axioms IcosahedralPowderGrid.gridAverage_cyclic
#print axioms IcosahedralPowderGrid.grid_low_moments
#print axioms IcosahedralPowderGrid.grid_skewness_depends_on_frame
```

```
'IcosahedralPowderGrid.gridAverage_cyclic' depends on axioms: [propext, Classical.choice, Quot.sound]
'IcosahedralPowderGrid.grid_low_moments' depends on axioms: [propext, Classical.choice, Quot.sound]
'IcosahedralPowderGrid.grid_skewness_depends_on_frame' depends on axioms: [propext, Classical.choice, Quot.sound]
```

**Q.** Could the different third moments merely reflect a different width or centre?

**A.** No. The mean is \(0\) and the second moment \(1/5\) in all three cases, so the third moments are already central and share one normalisation. Dividing by \((1/5)^{3/2}\) gives skewnesses of \(4/\sqrt5\approx1.79\) on a grid axis, \(0\) on the threefold axis and \(2\sqrt5/7\approx0.64\) for the powder.

**Q.** So if my simulated line has the right centre and width, I still can't trust its asymmetry?

**A.** Not with these six equally weighted orientations and a uniaxial tensor. For \(u\) along neither a grid axis nor \((1,1,1)\), the theorems leave the third moment on the grid open.
